# A two-mode boson pairing Hamiltonian whose 2×2 matrix is not positive semidefinite and whose dynamical matrix has eigenvalues ±i√3

The model is a quadratic Hamiltonian for two boson modes with a pairing term, given by the Hermitian matrix M = [[1, 2], [2, 1]], with diagonal entries 1 and pairing amplitude 2. The file contains only matrices. The standard reading that fits the metric diag(1, −1) takes M in the basis (a₁, a₂†), that is H = (a₁†, a₂) M (a₁, a₂†)ᵀ. With ħ = 1, the Heisenberg equations for (a₁, a₂†) are then governed by the dynamical matrix diag(1, −1)·M, and its eigenvalues are what the file calls mode frequencies. `indefinite_example` states that M is not positive semidefinite and that these eigenvalues are exactly i√3 and −i√3. For the first claim the attempt uses the unnormalised vector (1, −1), on which the quadratic form of M equals −2 (−1 after normalisation), contradicting positive semidefiniteness. For the second it uses `isFrequency_iff`, which turns the eigenvalue condition into (2w)² = 4 − 16, that is w² = −3.

In Lean, a first try:

```lean
import Mathlib

open Matrix
open scoped ComplexOrder ComplexConjugate

namespace BogoliubovCriterion

noncomputable section

/-- The bosonic metric diag(1, -1). -/
def eta : Matrix (Fin 2) (Fin 2) ℂ := !![1, 0; 0, -1]

/-- The Hermitian matrix of a two-mode quadratic boson Hamiltonian, with real diagonal
entries `a`, `c` and complex pairing amplitude `b`. -/
def pairH (a c : ℝ) (b : ℂ) : Matrix (Fin 2) (Fin 2) ℂ := !![(a : ℂ), b; conj b, (c : ℂ)]

/-- The dynamical matrix: the metric times the Hamiltonian matrix. -/
def dyn (a c : ℝ) (b : ℂ) : Matrix (Fin 2) (Fin 2) ℂ := eta * pairH a c b

/-- `w` is a (possibly complex) mode frequency: an eigenvalue of `A`. -/
def IsFrequency (A : Matrix (Fin 2) (Fin 2) ℂ) (w : ℂ) : Prop :=
  ∃ v : Fin 2 → ℂ, v ≠ 0 ∧ A *ᵥ v = w • v

/-- The entries of the dynamical matrix. -/
theorem dyn_eq (a c : ℝ) (b : ℂ) : dyn a c b = !![(a : ℂ), b; -conj b, -(c : ℂ)] := by
  rw [dyn, eta, pairH, Matrix.mul_fin_two]
  simp

/-- The mode frequencies are exactly the complex solutions `w` of `(2w - (a - c))² = (a + c)² -
4|b|²`. -/
theorem isFrequency_iff (a c : ℝ) (b w : ℂ) :
    IsFrequency (dyn a c b) w ↔
      (2 * w - (a - c)) ^ 2 = ((a : ℂ) + c) ^ 2 - 4 * (‖b‖ : ℂ) ^ 2 := by
  have hb : b * conj b = (‖b‖ : ℂ) ^ 2 := by
    rw [Complex.mul_conj, Complex.normSq_eq_norm_sq, Complex.ofReal_pow]
  have h1 : IsFrequency (dyn a c b) w ↔
      ∃ v : Fin 2 → ℂ, v ≠ 0 ∧ (dyn a c b - w • (1 : Matrix (Fin 2) (Fin 2) ℂ)) *ᵥ v = 0 := by
    simp only [IsFrequency, Matrix.sub_mulVec, Matrix.smul_mulVec, Matrix.one_mulVec,
      sub_eq_zero]
  have hdet : (dyn a c b - w • (1 : Matrix (Fin 2) (Fin 2) ℂ)).det
      = (a - w) * (-c - w) + b * conj b := by
    rw [dyn_eq, Matrix.det_fin_two]
    simp
  rw [h1, Matrix.exists_mulVec_eq_zero_iff, hdet]
  constructor
  · intro h
    linear_combination 4 * h - 4 * hb
  · intro h
    linear_combination h / 4 + hb

/-- The matrix [[1,2],[2,1]] is not positive semidefinite, and its mode frequencies are
exactly `i√3` and `-i√3`. -/
theorem indefinite_example :
    ¬ (pairH 1 1 2).PosSemidef ∧
      ∀ w, IsFrequency (dyn 1 1 2) w ↔ w = Complex.I * √3 ∨ w = -(Complex.I * √3) := by
  constructor
  · intro h
    have h0 := h.dotProduct_mulVec_nonneg ![1, -1]
    have hv : star ![(1 : ℂ), -1] ⬝ᵥ (pairH 1 1 2 *ᵥ ![1, -1]) = ((-2 : ℝ) : ℂ) := by
      norm_num [pairH, Matrix.mulVec, dotProduct, Fin.sum_univ_two]
    rw [hv] at h0
    have h1 := (Complex.le_def.mp h0).1
    norm_num at h1
  · intro w
    have h3 : (Complex.I * (√3 : ℝ)) ^ 2 = -3 := by
      rw [mul_pow, Complex.I_sq, ← Complex.ofReal_pow, Real.sq_sqrt (by norm_num)]
      norm_num
    have hn : ‖(2 : ℂ)‖ = 2 := by norm_num
    rw [← sq_eq_sq_iff_eq_or_eq_neg, h3, isFrequency_iff, hn]
    push_cast
    constructor
    · intro h
      linear_combination h / 4
    · intro h
      linear_combination 4 * h

end

end BogoliubovCriterion
```

The error:

```
Main.lean:59:83: error: unsolved goals
h : (pairH 1 1 2).PosSemidef
h0 : 0 ≤ star ![1, -1] ⬝ᵥ pairH 1 1 2 *ᵥ ![1, -1]
⊢ (starRingEnd ℂ) 2 = 2
```

The change, after which it compiles:

```diff
@@ -57,6 +57,7 @@
   · intro h
     have h0 := h.dotProduct_mulVec_nonneg ![1, -1]
+    have hc : (starRingEnd ℂ) 2 = 2 := map_ofNat (starRingEnd ℂ) 2
     have hv : star ![(1 : ℂ), -1] ⬝ᵥ (pairH 1 1 2 *ᵥ ![1, -1]) = ((-2 : ℝ) : ℂ) := by
-      norm_num [pairH, Matrix.mulVec, dotProduct, Fin.sum_univ_two]
+      norm_num [pairH, Matrix.mulVec, dotProduct, Fin.sum_univ_two, hc]
     rw [hv] at h0
     have h1 := (Complex.le_def.mp h0).1
```

Diagnosis. The error is in the proof of `hv`, which computes the quadratic form on (1, −1). The lower-left entry of `pairH` is defined as `conj b`, so with `b = 2` the unfolded expression contains `(starRingEnd ℂ) 2`, complex conjugation applied to the numeral 2. The form evaluates to 1 − 2 − conj 2 + 1, and `norm_num` reduces the equation with −2 to `(starRingEnd ℂ) 2 = 2`. This is true, since 2 is real. However, neither the arithmetic evaluation of `norm_num` nor the simp lemmas available in this call rewrite the conjugation of the numeral, so Lean reports that equation as the unsolved goal.

The repair proves this very equation beforehand as `hc`, using `map_ofNat`, which says that a ring homomorphism, here complex conjugation, preserves numerals. Stating `hc` is not enough by itself, because `norm_num` rewrites with a local hypothesis only when it is named in the list. Adding `hc` to the list lets it replace the conjugate of 2 by 2 and finish the calculation. The test vector and the value −2 were already right.
